# The linear flow $u' = J K(t) u$ preserves the symplectic form when $K(t)$ is symmetric

Take a single complex orbital coefficient $q + ip$ and two small disturbances of it, $u = (u_1, u_2)$ and $v = (v_1, v_2)$, each listing a real and an imaginary part. Let both obey $u' = JKu$ with

$$J = \begin{pmatrix} 0 & 1 \\ -1 & 0 \end{pmatrix}, \qquad K = \begin{pmatrix} a & b \\ c_{21} & d \end{pmatrix}.$$

Written out, $u_1' = c_{21}u_1 + d\,u_2$ and $u_2' = -a\,u_1 - b\,u_2$, and likewise for $v$. The signed area spanned by the two disturbances is $u^TJv = u_1v_2 - u_2v_1$. Differentiating it and inserting the equations of motion, the terms in $a$ and $d$ cancel, leaving

$$\frac{d}{dt}(u_1v_2 - u_2v_1) = (c_{21} - b)(u_1v_2 - u_2v_1).$$

The area is constant if $K$ is symmetric, and only the antisymmetric part of $K$ can change it. The Lean file below proves the same for any finite number of coefficients and a time-dependent $K$. It also shows that $K$ is symmetric when it comes from an energy, as in adiabatic Kohn-Sham theory.

## Phase space, the matrix $J$ and the equation of motion

```lean
import Mathlib

open Matrix

namespace AdiabaticSymplecticFlow

noncomputable section

variable {n : Type*} [Fintype n] [DecidableEq n]
```

The letter `n` stands for a finite index set. For Kohn-Sham orbitals in an orthonormal basis, one element of `n` is a pair of an occupied orbital and a basis function.

```lean
/-- The standard symplectic matrix, with blocks `0, 1` in the upper row and `-1, 0` in the
lower row. -/
def sympJ (n : Type*) [DecidableEq n] : Matrix (n ⊕ n) (n ⊕ n) ℝ :=
  Matrix.fromBlocks 0 1 (-1) 0
```

The index set `n ⊕ n` is two copies of `n`, the first for real parts and the second for imaginary parts. `sympJ n` is the block matrix

$$J = \begin{pmatrix} 0 & 1 \\ -1 & 0 \end{pmatrix},$$

now with identity blocks. It sends $(q, p)$ to $(p, -q)$, which is multiplication of $q + ip$ by $-i$.

```lean
/-- The symplectic form `uᵀ J v` of two phase-space vectors. -/
def sympForm (u v : n ⊕ n → ℝ) : ℝ := u ⬝ᵥ (sympJ n *ᵥ v)
```

A phase-space vector is a function `n ⊕ n → ℝ`, that is, a list of real components. The symbol `*ᵥ` applies a matrix to a vector, and `⬝ᵥ` is the dot product. So `sympForm u v` is $u^TJv$. In complex notation it is $\mathrm{Im}\sum_k \bar u_k v_k$, the imaginary part of the overlap.

```lean
/-- The trajectory `u` solves the linearized equation of motion `u' = J K(t) u` with
response kernel `K`. -/
def IsLinearFlow (K : ℝ → Matrix (n ⊕ n) (n ⊕ n) ℝ) (u : ℝ → n ⊕ n → ℝ) : Prop :=
  ∀ t, HasDerivAt u (sympJ n *ᵥ (K t *ᵥ u t)) t
```

`HasDerivAt u w t` says that $u$ is differentiable at $t$ with derivative $w$. The definition therefore reads: $u'(t) = J K(t) u(t)$ at every real $t$. The kernel $K$ is any real matrix function of time, and no continuity is demanded of it. It acts on the disturbance at the same instant, so a kernel with memory of earlier times is not described.

```lean
/-- The matrices `U t` propagate every initial vector from time zero along the linearized
flow with kernel `K`. -/
def IsPropagator (K U : ℝ → Matrix (n ⊕ n) (n ⊕ n) ℝ) : Prop :=
  U 0 = 1 ∧ ∀ x, IsLinearFlow K (fun t => U t *ᵥ x)
```

A propagator is a matrix family $U(t)$ with $U(0) = 1$ such that $U(t)x$ solves the equation for every initial vector $x$. This is a condition on $U$; the definition does not say that every $K$ has one.

```lean
/-- The matrix of a continuous bilinear map `D` in the standard basis. If `D` is the second
derivative of a function, this is the Hessian matrix of that function. -/
def hessian (D : (n ⊕ n → ℝ) →L[ℝ] (n ⊕ n → ℝ) →L[ℝ] ℝ) : Matrix (n ⊕ n) (n ⊕ n) ℝ :=
  Matrix.of fun i j => D (Pi.single i 1) (Pi.single j 1)
```

Here `D` is any continuous bilinear map, which takes two directions and returns a number. `Pi.single i 1` is the unit vector $e_i$, so the matrix has entries $D(e_i, e_j)$. When `D` is the second derivative of an energy $E$ at some point, these are the mixed second derivatives of $E$ there. Symmetry is not part of the definition.

## Three algebraic facts

```lean
/-- The symplectic matrix squares to minus one. -/
theorem sympJ_sq : sympJ n * sympJ n = -1 := by
  rw [← Matrix.fromBlocks_one, Matrix.fromBlocks_neg, sympJ, Matrix.fromBlocks_multiply]
  simp
```

A `theorem` states its claim after the colon and its proof after `:= by`. This one is block multiplication: $J^2 = -1$, as it must be for multiplication by $-i$.

```lean
omit [Fintype n] in
/-- The symplectic matrix is antisymmetric. -/
theorem sympJ_transpose : (sympJ n)ᵀ = -sympJ n := by
  simp [sympJ, Matrix.fromBlocks_transpose, Matrix.fromBlocks_neg]
```

Transposing exchanges the off-diagonal blocks, which gives $J^T = -J$. Together with the previous result, $J^TJ = -J^2 = 1$.

```lean
omit [DecidableEq n] in
/-- A matrix moves from the left to the right factor of a dot product as its transpose. -/
theorem mulVec_dot (A : Matrix (n ⊕ n) (n ⊕ n) ℝ) (x y : n ⊕ n → ℝ) :
    (A *ᵥ x) ⬝ᵥ y = x ⬝ᵥ (Aᵀ *ᵥ y) := by
  rw [dotProduct_comm, Matrix.dotProduct_mulVec, dotProduct_comm, Matrix.mulVec_transpose]
```

This is $(Ax)\cdot y = x\cdot(A^Ty)$, the rule for moving a matrix across a dot product.

## The rate of change of the form

```lean
/-- For any response kernel `K`, the symplectic form of two solutions changes at the rate
`uᵀ (Kᵀ - K) v`. -/
theorem hasDerivAt_sympForm {K : ℝ → Matrix (n ⊕ n) (n ⊕ n) ℝ} {u v : ℝ → n ⊕ n → ℝ}
    (hu : IsLinearFlow K u) (hv : IsLinearFlow K v) (t : ℝ) :
    HasDerivAt (fun s => sympForm (u s) (v s)) (u t ⬝ᵥ (((K t)ᵀ - K t) *ᵥ v t)) t := by
  have hu' := hasDerivAt_pi.1 (hu t)
  have hv' := hasDerivAt_pi.1 (hv t)
  have hJ : ∀ i, HasDerivAt (fun s => (sympJ n *ᵥ v s) i)
      ((sympJ n *ᵥ (sympJ n *ᵥ (K t *ᵥ v t))) i) t := fun i =>
    HasDerivAt.fun_sum fun j _ => (hv' j).const_mul (sympJ n i j)
  -- product rule, component by component
  have h : HasDerivAt (fun s => ∑ i, u s i * (sympJ n *ᵥ v s) i)
      (∑ i, ((sympJ n *ᵥ (K t *ᵥ u t)) i * (sympJ n *ᵥ v t) i
        + u t i * (sympJ n *ᵥ (sympJ n *ᵥ (K t *ᵥ v t))) i)) t :=
    HasDerivAt.fun_sum fun i _ => (hu' i).fun_mul (hJ i)
  -- the two terms reduce by `Jᵀ J = 1` and `J J = -1`
  have h1 : (sympJ n *ᵥ (K t *ᵥ u t)) ⬝ᵥ (sympJ n *ᵥ v t) = u t ⬝ᵥ ((K t)ᵀ *ᵥ v t) := by
    rw [mulVec_dot, Matrix.mulVec_mulVec, sympJ_transpose, neg_mul, sympJ_sq, neg_neg,
      Matrix.one_mulVec, mulVec_dot]
  have h2 : ∀ x : n ⊕ n → ℝ, sympJ n *ᵥ (sympJ n *ᵥ x) = -x := fun x => by
    rw [Matrix.mulVec_mulVec, sympJ_sq, Matrix.neg_mulVec, Matrix.one_mulVec]
  refine h.congr_deriv ?_
  rw [Finset.sum_add_distrib]
  change (sympJ n *ᵥ (K t *ᵥ u t)) ⬝ᵥ (sympJ n *ᵥ v t)
    + u t ⬝ᵥ (sympJ n *ᵥ (sympJ n *ᵥ (K t *ᵥ v t))) = _
  rw [h1, h2, dotProduct_neg, Matrix.sub_mulVec, dotProduct_sub]
  ring
```

The names `hu` and `hv` are the hypotheses that $u$ and $v$ solve the linear equation with the same kernel. The conclusion is

$$\frac{d}{dt}\,u^TJv = u^T(K^T - K)v .$$

By hand, the product rule and the equation of motion give

$$\frac{d}{dt}\,u^TJv = (JKu)^TJv + u^TJ(JKv).$$

The first term is $u^TK^TJ^TJv = u^TK^Tv$. The second is $u^TJ^2Kv = -u^TKv$. Their sum is the stated rate.

The Lean proof follows this order. `hJ` differentiates the components of $Jv$, and `h` applies the product rule to each summand. `h1` and `h2` are the two simplifications by $J^TJ = 1$ and $J^2 = -1$, and the last lines collect the result.

## Conservation for a symmetric kernel

```lean
/-- If the response kernel is symmetric at all times, the symplectic form of any two solutions
of the linearized flow is constant in time. -/
theorem sympForm_conserved {S : ℝ → Matrix (n ⊕ n) (n ⊕ n) ℝ} (hS : ∀ t, (S t).IsSymm)
    {u v : ℝ → n ⊕ n → ℝ} (hu : IsLinearFlow S u) (hv : IsLinearFlow S v) (t s : ℝ) :
    sympForm (u t) (v t) = sympForm (u s) (v s) := by
  have h := hasDerivAt_sympForm hu hv
  refine is_const_of_deriv_eq_zero (f := fun r => sympForm (u r) (v r))
    (fun r => (h r).differentiableAt) (fun r => ?_) t s
  rw [(h r).deriv, (hS r).eq, sub_self, Matrix.zero_mulVec, dotProduct_zero]
```

The hypothesis `hS` says that $S(t)^T = S(t)$ at all times. The conclusion compares any two times $t$ and $s$:

$$u(t)^TJv(t) = u(s)^TJv(s).$$

The argument is short. Setting $K = S$ in the rate formula gives $u^T(S^T - S)v = 0$, and a function on the real line whose derivative vanishes everywhere is constant. The lemma `is_const_of_deriv_eq_zero` supplies that last step, and the final `rw` line shows that the derivative is zero.

## Where the symmetry comes from in the adiabatic case

```lean
/-- Let the kernel be the Hessian, along a reference path `z`, of an energy `E t` that is
differentiable everywhere and twice differentiable at `z t`. Then the linearized flow
conserves the symplectic form. -/
theorem sympForm_conserved_of_energy {E : ℝ → (n ⊕ n → ℝ) → ℝ}
    {E' : ℝ → (n ⊕ n → ℝ) → (n ⊕ n → ℝ) →L[ℝ] ℝ}
    {E'' : ℝ → (n ⊕ n → ℝ) →L[ℝ] (n ⊕ n → ℝ) →L[ℝ] ℝ} {z : ℝ → n ⊕ n → ℝ}
    (hE : ∀ t y, HasFDerivAt (E t) (E' t y) y)
    (hE' : ∀ t, HasFDerivAt (E' t) (E'' t) (z t)) {u v : ℝ → n ⊕ n → ℝ}
    (hu : IsLinearFlow (fun t => hessian (E'' t)) u)
    (hv : IsLinearFlow (fun t => hessian (E'' t)) v) (t s : ℝ) :
    sympForm (u t) (v t) = sympForm (u s) (v s) := by
  refine sympForm_conserved (fun r => ?_) hu hv t s
  -- mixed second derivatives agree
  ext i j
  exact second_derivative_symmetric (hE r) (hE' r) (Pi.single j 1) (Pi.single i 1)
```

In the adiabatic approximation the exchange-correlation energy depends on the density at the present instant only. Let $E_t(z)$ be half the Kohn-Sham total energy, with the external potential taken at time $t$, as a function of the real and imaginary parts $z$ of singly occupied orbitals. With $\hbar = 1$ the orbital equations are then $z' = J\nabla E_t(z)$. Replacing $z$ by $z + \varepsilon u$ and keeping first order in $\varepsilon$ gives

$$u' = J K(t) u, \qquad K_{ij}(t) = \frac{\partial^2 E_t}{\partial z_i\,\partial z_j}\bigg|_{z(t)} .$$

The theorem starts from this linear equation. `hE` says that `E' t y` is the first derivative of the energy at every point $y$, and `hE'` says that `E'' t` is the derivative of that derivative at $z(t)$. These are smoothness assumptions on the energy functional. Under them mixed second derivatives commute, so $K_{ij} = K_{ji}$, and the preceding theorem applies. In Lean, `ext i j` reduces the symmetry to single entries, and `second_derivative_symmetric` proves each one.

The energy is otherwise arbitrary, and the reference path `z` need not solve any equation of motion. The Kohn-Sham functional enters through the interpretation of `E`; the file does not construct it or derive the linearization.

For real-time density functional simulations in a finite basis with a smooth, memoryless energy functional, this gives an invariant for pairs of small disturbances. An exchange-correlation potential written down directly, and not as the derivative of an energy, comes with no such guarantee.

## Symplectic propagators need symmetric kernels

```lean
/-- A propagator of the linearized flow is a symplectic matrix at all times if and only if the
response kernel is symmetric at all times. -/
theorem propagator_symplectic_iff {K U : ℝ → Matrix (n ⊕ n) (n ⊕ n) ℝ}
    (hU : IsPropagator K U) :
    (∀ t, (U t)ᵀ * sympJ n * U t = sympJ n) ↔ ∀ t, (K t).IsSymm := by
  have key : ∀ t x y, sympForm (U t *ᵥ x) (U t *ᵥ y)
      = x ⬝ᵥ (((U t)ᵀ * sympJ n * U t) *ᵥ y) := fun t x y => by
    unfold sympForm
    rw [mulVec_dot]
    simp only [Matrix.mulVec_mulVec, Matrix.mul_assoc]
  have ext_form : ∀ A B : Matrix (n ⊕ n) (n ⊕ n) ℝ,
      (∀ x y, x ⬝ᵥ (A *ᵥ y) = x ⬝ᵥ (B *ᵥ y)) → A = B := fun A B h => by
    ext i j
    simpa using h (Pi.single i 1) (Pi.single j 1)
  constructor
  · intro h t
    -- a symplectic matrix has the inverse `-J Uᵀ J`
    have hW : -(sympJ n * (U t)ᵀ * sympJ n) * U t = 1 := by
      calc -(sympJ n * (U t)ᵀ * sympJ n) * U t
          = -(sympJ n * ((U t)ᵀ * sympJ n * U t)) := by noncomm_ring
        _ = 1 := by rw [h t, sympJ_sq, neg_neg]
    have hW' := mul_eq_one_comm.1 hW
    refine sub_eq_zero.1 (ext_form _ _ fun a b => ?_)
    have hd := hasDerivAt_sympForm (hU.2 (-(sympJ n * (U t)ᵀ * sympJ n) *ᵥ a))
      (hU.2 (-(sympJ n * (U t)ᵀ * sympJ n) *ᵥ b)) t
    -- the form is constant, so its rate of change vanishes
    simp only [key, h] at hd
    have h0 := hd.unique (hasDerivAt_const t _)
    rw [Matrix.mulVec_mulVec a, Matrix.mulVec_mulVec b, hW', Matrix.one_mulVec,
      Matrix.one_mulVec] at h0
    rw [h0, Matrix.zero_mulVec, dotProduct_zero]
  · intro hK t
    refine ext_form _ _ fun x y => ?_
    have h := sympForm_conserved hK (hU.2 x) (hU.2 y) t 0
    simp only [key] at h
    simpa [hU.1] using h
```

Given a propagator $U$ for $K$, the theorem says

$$U(t)^TJU(t) = J \ \text{ for all } t \quad\Longleftrightarrow\quad K(t)^T = K(t) \ \text{ for all } t .$$

"For all $t$" matters on the left: at $t = 0$ the propagator is the identity, which is symplectic whatever $K$ is.

Two preparations come first. `key` rewrites the form of two propagated vectors as $x^T(U^TJU)y$. `ext_form` says that two matrices agree if they give the same number between all pairs of vectors, which follows by inserting unit vectors.

From left to right, fix a time $t$ and set $W = -J\,U(t)^TJ$. Then

$$W\,U(t) = -J\,\bigl(U(t)^TJU(t)\bigr) = -J^2 = 1,$$

and for square matrices this also gives $U(t)W = 1$. Now take any vectors $a$ and $b$ and start two solutions from $Wa$ and $Wb$. At time $t$ they pass through $a$ and $b$. Their symplectic form is constant, since $U$ is symplectic at all times, so the rate formula at $t$ reads

$$0 = a^T(K(t)^T - K(t))b .$$

As $a$ and $b$ are arbitrary, $K(t)$ is symmetric. In the code `hW` and `hW'` are the two inverse relations, `hd` is the rate formula, and `h0` is the statement that the rate vanishes.

From right to left, conservation between $t$ and $0$ gives $x^TU(t)^TJU(t)y = x^TJy$ for all $x$ and $y$, because $U(0) = 1$. Hence $U(t)^TJU(t) = J$.

## An explicit propagator

```lean
/-- For the kernel `w` times the identity, the matrices `cos (w t) + sin (w t) J` form a
propagator. -/
theorem isPropagator_witness (w : ℝ) :
    IsPropagator (fun _ => w • (1 : Matrix (n ⊕ n) (n ⊕ n) ℝ))
      (fun t => Real.cos (w * t) • 1 + Real.sin (w * t) • sympJ n) := by
  refine ⟨by simp, fun x t => ?_⟩
  have hl : HasDerivAt (fun s : ℝ => w * s) w t := by
    simpa using (hasDerivAt_id t).const_mul w
  have h := (hl.cos.smul_const x).fun_add (hl.sin.smul_const (sympJ n *ᵥ x))
  have hJ : sympJ n *ᵥ (sympJ n *ᵥ x) = -x := by
    rw [Matrix.mulVec_mulVec, sympJ_sq, Matrix.neg_mulVec, Matrix.one_mulVec]
  simp only [Matrix.add_mulVec, Matrix.smul_mulVec, Matrix.one_mulVec]
  refine h.congr_deriv ?_
  simp only [Matrix.mulVec_smul, Matrix.mulVec_add, hJ]
  module

end

end AdiabaticSymplecticFlow
```

For the constant kernel $K = w\,1$, with $w$ any real number, the propagator is $U(t) = \cos(wt)\,1 + \sin(wt)\,J$. At $t = 0$ it is the identity, and

$$U'(t) = -w\sin(wt)\,1 + w\cos(wt)\,J = J\,w\,U(t),$$

where the last equality uses $J^2 = -1$. Since $J$ is multiplication by $-i$, this is the phase factor $e^{-iwt}$ of a level with energy $w$. The example shows that the definition of a propagator can be satisfied. In the proof, `h` differentiates the cosine and sine terms, and `module` matches the two sides.

```lean
#print axioms AdiabaticSymplecticFlow.sympForm_conserved
#print axioms AdiabaticSymplecticFlow.sympForm_conserved_of_energy
#print axioms AdiabaticSymplecticFlow.propagator_symplectic_iff
```

```
'AdiabaticSymplecticFlow.sympForm_conserved' depends on axioms: [propext, Classical.choice, Quot.sound]
'AdiabaticSymplecticFlow.sympForm_conserved_of_energy' depends on axioms: [propext, Classical.choice, Quot.sound]
'AdiabaticSymplecticFlow.propagator_symplectic_iff' depends on axioms: [propext, Classical.choice, Quot.sound]
```

## The same condition for complex coefficients

The disturbances could have been kept as complex vectors $\delta c$. The linearized equation then couples $\delta c$ to its conjugate, because the density responds to both:

$$i\,\delta c' = A\,\delta c + B\,\overline{\delta c}.$$

The symmetry of $K$ becomes two conditions, $A$ Hermitian and $B$ symmetric. This is closer to the notation of linear-response theory, but when $B$ is not zero the evolution is linear only over the real numbers, so a single complex matrix acting on $\delta c$ could not represent the propagator at all times. Real and imaginary parts avoid the split.

## Monitoring the form in a real-time run

In a real-time code, one can propagate a reference state and two slightly perturbed copies, subtract the reference from each copy, and divide by the perturbation strength $\varepsilon$. The quantity to monitor is the imaginary part of the overlap of the two differences, summed over orbitals with their fixed occupation numbers as weights and, in a periodic code, with the k-point weights as well. For a smooth adiabatic functional, and the same prescribed external potential in all three runs, it should stay constant over a fixed time interval, up to terms that vanish with $\varepsilon$, the error of the time stepping, and rounding and solver errors, which the division by $\varepsilon$ magnifies.

The integrator matters too. For the linear equation with a symmetric kernel, the implicit midpoint rule preserves the form at every step apart from rounding and solver error, whereas the classical fourth-order Runge-Kutta method in general does not. A drift that shrinks with the time step therefore points to the integrator. One that settles at a nonzero value as the step and $\varepsilon$ are reduced, with $\varepsilon$ still large enough for rounding and solver errors to be negligible, points to a kernel that is not symmetric or that has memory.
